# In a local LYP-type term, the empty spin channel of a fully polarised density has a negative correlation potential

In an unrestricted Kohn–Sham calculation on a hydrogen atom, I have to fill in the spin-down correlation potential at every grid point, although there is no spin-down density anywhere. For the local LYP-type energy density

$$f(a,b) = -\frac{4A\,ab}{n + d\,n^{2/3}},\qquad n = a+b,$$

with spin densities $a$ and $b$ and constants $A, d > 0$, I believe the right entry is not zero. At $b=0$ and $a>0$, both $f$ and the majority potential $\partial f/\partial a$ should vanish, while $\partial f/\partial b = -4A/(1+d\,a^{-1/3}) < 0$. Can this be made rigorous, with the potentials as real derivatives at the edge $b=0$, and checked by machine?

## The energy vanishes with the minority density, but its slope does not

Yes. The constant $A$ sets the strength of the correlation, and $d$, an inverse length, sets the density scale below which the term is damped. Write $D(n) = n + d\,n^{2/3}$ for the denominator. For $n>0$,

$$D(n) = n\,(1 + d\,n^{-1/3}),\qquad D'(n) = 1 + \tfrac23\, d\,n^{-1/3}.$$

Since $\partial n/\partial a = \partial n/\partial b = 1$, the quotient rule gives

$$\frac{\partial f}{\partial a} = -\frac{4A\,b}{D(n)} + \frac{4A\,ab\,D'(n)}{D(n)^2},\qquad
\frac{\partial f}{\partial b} = -\frac{4A\,a}{D(n)} + \frac{4A\,ab\,D'(n)}{D(n)^2}.$$

Now set $b=0$, so that $n=a$. The energy density and both terms of $\partial f/\partial a$ carry a factor $b$ and vanish. In $\partial f/\partial b$ the first term survives:

$$v(a) := \frac{\partial f}{\partial b}(a,0) = -\frac{4A\,a}{a\,(1+d\,a^{-1/3})} = -\frac{4A}{1+d\,a^{-1/3}} < 0.$$

The order of operations matters. If you set $b=0$ first, you get $f(a,0)=0$ for every $a$, and it looks as if both potentials vanish. That identity only fixes the derivative along the line $b=0$, which is $\partial f/\partial a$; it says nothing about the direction that leaves the line.

Three further facts show how $v(a)$ behaves.

- **Limit.** At fixed $a>0$, $D$ and $D'$ are continuous at $n=a$ and $D(a)\neq0$. Hence $\partial f/\partial b \to v(a)$ as $b\to0^+$, and the value at the edge is the limit of potentials at small positive minority density.
- **Linear estimate.** For $b>0$ we have $D(a+b) > D(a) > 0$, so
$$b\,v(a) = -\frac{4A\,ab}{D(a)} < -\frac{4A\,ab}{D(a+b)} = f(a,b) < 0.$$
- **Bound.** Since $1+d\,a^{-1/3}>1$, we have $v(a)>-4A$. As $a\to\infty$, $a^{-1/3}\to0$ and $v(a)\to-4A$, so no larger constant is a lower bound for all $a$.

For a numerical instance, take the illustrative values $A=0.05$, $d=0.5$ and $a=1$ in consistent units. Then $v(1) = -0.2/1.5 \approx -0.1333$. With $b=0.331$ the total density is $1.331 = 1.1^3$, so $D = 1.331 + 0.5\cdot1.21 = 1.936$ and $f = -0.0662/1.936 \approx -0.0342$. The linear estimate is $b\,v(1) \approx -0.0441$, which is indeed lower.

Here is the complete Lean file.

```lean
import Mathlib

open Filter Topology

namespace FullyPolarisedCorrelation

noncomputable section

/-- The denominator `n + d n^(2/3)` of the local LYP-type term at total density `n`. -/
def lypDen (d n : ℝ) : ℝ := n + d * n ^ (2 / 3 : ℝ)

/-- The density derivative `1 + (2/3) d n^(-1/3)` of the denominator. -/
def lypDenSlope (d n : ℝ) : ℝ := 1 + d * (2 / 3 * n ^ (-(1 / 3) : ℝ))

/-- The local LYP-type correlation energy density at spin densities `a` and `b`. -/
def lypEnergy (A d a b : ℝ) : ℝ := -4 * A * a * b / lypDen d (a + b)

/-- The closed formula for the correlation potential of the spin channel with density `a`,
the other channel having density `b`. -/
def lypPotential (A d a b : ℝ) : ℝ :=
  -4 * A * b / lypDen d (a + b)
    + 4 * A * a * b * lypDenSlope d (a + b) / lypDen d (a + b) ^ 2

/-- The value `-4A / (1 + d a^(-1/3))`, a function of the majority density `a`. -/
def emptyChannelPotential (A d a : ℝ) : ℝ := -4 * A / (1 + d * a ^ (-(1 / 3) : ℝ))

/-- At positive density the denominator factors as `n (1 + d n^(-1/3))`. -/
theorem lypDen_factor (d : ℝ) {n : ℝ} (hn : 0 < n) :
    lypDen d n = n * (1 + d * n ^ (-(1 / 3) : ℝ)) := by
  have h : n ^ (2 / 3 : ℝ) = n * n ^ (-(1 / 3) : ℝ) := by
    have h1 := Real.rpow_add hn 1 (-(1 / 3))
    rw [Real.rpow_one] at h1
    rw [← h1]
    norm_num
  unfold lypDen
  rw [h]
  ring

/-- The denominator is differentiable at positive density, with the stated slope. -/
theorem lypDen_hasDerivAt (d : ℝ) {n : ℝ} (hn : 0 < n) :
    HasDerivAt (lypDen d) (lypDenSlope d n) n := by
  have h := Real.hasDerivAt_rpow_const (x := n) (p := 2 / 3) (Or.inl hn.ne')
  have e : (2 / 3 : ℝ) - 1 = -(1 / 3) := by norm_num
  rw [e] at h
  exact (hasDerivAt_id' n).fun_add (h.const_mul d)

/-- At positive total density, the partial derivatives of the energy density with respect to
the two spin densities are given by the potential formula, with the spins exchanged for the
second channel. -/
theorem spin_potentials {A d a b : ℝ} (hd : 0 < d) (hn : 0 < a + b) :
    HasDerivAt (fun x => lypEnergy A d x b) (lypPotential A d a b) a ∧
    HasDerivAt (fun y => lypEnergy A d a y) (lypPotential A d b a) b := by
  -- the quotient rule for the first channel, at arbitrary densities
  have up : ∀ s t : ℝ, 0 < s + t →
      HasDerivAt (fun x => lypEnergy A d x t) (lypPotential A d s t) s := by
    intro s t hst
    have hne : lypDen d (s + t) ≠ 0 := by
      have : 0 < lypDen d (s + t) := by
        unfold lypDen
        positivity
      exact this.ne'
    have hD : HasDerivAt (fun x => lypDen d (x + t)) (lypDenSlope d (s + t)) s :=
      HasDerivAt.comp_add_const s t (lypDen_hasDerivAt d hst)
    have hN : HasDerivAt (fun x : ℝ => -4 * A * x * t) (-4 * A * t) s :=
      (((hasDerivAt_id' s).const_mul (-4 * A)).mul_const t).congr_deriv (by ring)
    have h : HasDerivAt (fun x => lypEnergy A d x t)
        ((-4 * A * t * lypDen d (s + t) - -4 * A * s * t * lypDenSlope d (s + t))
          / lypDen d (s + t) ^ 2) s := hN.fun_div hD hne
    refine h.congr_deriv ?_
    unfold lypPotential
    field_simp
    ring
  refine ⟨up a b hn, ?_⟩
  -- the second channel follows by spin-exchange symmetry
  have e : (fun y => lypEnergy A d a y) = fun y => lypEnergy A d y a := by
    funext y
    unfold lypEnergy
    rw [add_comm a y]
    ring
  rw [e]
  exact up b a (by linarith)

/-- The potential formula for a channel of zero density reduces to
`-4A / (1 + d a^(-1/3))`, where `a` is the density of the other channel. -/
theorem lypPotential_empty (A d : ℝ) {a : ℝ} (ha : 0 < a) :
    lypPotential A d 0 a = emptyChannelPotential A d a := by
  unfold lypPotential emptyChannelPotential
  rw [zero_add, lypDen_factor d ha, mul_zero, zero_mul, zero_mul, zero_div, add_zero,
    mul_comm a, mul_div_mul_right _ _ ha.ne']

/-- At full spin polarisation the energy density and the majority-spin potential vanish, while
the potential of the empty channel is `-4A / (1 + d a^(-1/3))`, which is negative. -/
theorem fully_polarised_potentials {A d a : ℝ} (hA : 0 < A) (hd : 0 < d) (ha : 0 < a) :
    lypEnergy A d a 0 = 0 ∧
    HasDerivAt (fun x => lypEnergy A d x 0) 0 a ∧
    HasDerivAt (fun y => lypEnergy A d a y) (-4 * A / (1 + d * a ^ (-(1 / 3) : ℝ))) 0 ∧
    -4 * A / (1 + d * a ^ (-(1 / 3) : ℝ)) < 0 := by
  have h := spin_potentials (A := A) (a := a) (b := 0) hd (by linarith)
  have hq : 0 < 1 + d * a ^ (-(1 / 3) : ℝ) := by positivity
  exact ⟨by simp [lypEnergy], h.1.congr_deriv (by simp [lypPotential]),
    h.2.congr_deriv (lypPotential_empty A d ha),
    div_neg_of_neg_of_pos (by linarith) hq⟩

/-- As the minority density tends to zero from above, the minority-spin potential tends to
the empty-channel value. -/
theorem minority_potential_tendsto {A d a : ℝ} (hd : 0 < d) (ha : 0 < a) :
    Tendsto (fun b => lypPotential A d b a) (𝓝[>] 0)
      (𝓝 (emptyChannelPotential A d a)) := by
  have h0 : 0 < 0 + a := by linarith
  have hne : lypDen d (0 + a) ≠ 0 := by
    have : 0 < lypDen d (0 + a) := by
      unfold lypDen
      positivity
    exact this.ne'
  have hD : ContinuousAt (fun b => lypDen d (b + a)) 0 :=
    (HasDerivAt.comp_add_const 0 a (lypDen_hasDerivAt d h0)).continuousAt
  have hadd : ContinuousAt (fun b : ℝ => b + a) 0 := by fun_prop
  have hr : Tendsto (fun b : ℝ => (b + a) ^ (-(1 / 3) : ℝ)) (𝓝 0)
      (𝓝 ((0 + a) ^ (-(1 / 3) : ℝ))) := hadd.rpow_const (Or.inl h0.ne')
  have hS : ContinuousAt (fun b => lypDenSlope d (b + a)) 0 :=
    ((hr.const_mul (2 / 3)).const_mul d).const_add 1
  -- the potential is a continuous combination of the denominator and its slope
  have key : ∀ D S : ℝ → ℝ, ContinuousAt D 0 → ContinuousAt S 0 → D 0 ≠ 0 →
      ContinuousAt (fun b => -4 * A * a / D b + 4 * A * b * a * S b / D b ^ 2) 0 := by
    intro D S hD hS hD0
    have hD2 : D 0 ^ 2 ≠ 0 := pow_ne_zero 2 hD0
    fun_prop (disch := assumption)
  have hc : Tendsto (fun b => lypPotential A d b a) (𝓝 0) (𝓝 (lypPotential A d 0 a)) :=
    key (fun b => lypDen d (b + a)) (fun b => lypDenSlope d (b + a)) hD hS hne
  rw [lypPotential_empty A d ha] at hc
  exact hc.mono_left nhdsWithin_le_nhds

/-- For a positive minority density `b` the energy density is negative and lies strictly above
the linear estimate `b` times the empty-channel potential. -/
theorem energy_above_linear_estimate {A d a b : ℝ} (hA : 0 < A) (hd : 0 < d)
    (ha : 0 < a) (hb : 0 < b) :
    b * emptyChannelPotential A d a < lypEnergy A d a b ∧ lypEnergy A d a b < 0 := by
  have hDa : 0 < lypDen d a := by
    unfold lypDen
    positivity
  -- the denominator grows with the total density
  have hlt : lypDen d a < lypDen d (a + b) := by
    have hr : a ^ (2 / 3 : ℝ) ≤ (a + b) ^ (2 / 3 : ℝ) :=
      Real.rpow_le_rpow ha.le (by linarith) (by norm_num)
    have hm := mul_le_mul_of_nonneg_left hr hd.le
    unfold lypDen
    linarith
  have hN : 0 < 4 * A * a * b := by positivity
  have e1 : b * emptyChannelPotential A d a = -(4 * A * a * b / lypDen d a) := by
    have hq : 0 < 1 + d * a ^ (-(1 / 3) : ℝ) := by positivity
    unfold emptyChannelPotential
    rw [lypDen_factor d ha]
    generalize 1 + d * a ^ (-(1 / 3) : ℝ) = q at hq ⊢
    have hq' : q ≠ 0 := hq.ne'
    field_simp
  have e2 : lypEnergy A d a b = -(4 * A * a * b / lypDen d (a + b)) := by
    unfold lypEnergy
    ring
  have h1 := div_lt_div_of_pos_left hN hDa hlt
  have h2 := div_pos hN (hDa.trans hlt)
  rw [e1, e2]
  constructor <;> linarith

/-- The empty-channel potential lies strictly above `-4A` at every positive majority density,
and tends to `-4A` as that density grows without bound. -/
theorem empty_channel_sharp_bound {A d : ℝ} (hA : 0 < A) (hd : 0 < d) :
    (∀ a : ℝ, 0 < a → -4 * A < emptyChannelPotential A d a) ∧
    Tendsto (fun a => emptyChannelPotential A d a) atTop (𝓝 (-4 * A)) := by
  constructor
  · intro a ha
    have ht : 0 < d * a ^ (-(1 / 3) : ℝ) := by positivity
    have hq : 0 < 1 + d * a ^ (-(1 / 3) : ℝ) := by linarith
    unfold emptyChannelPotential
    rw [lt_div_iff₀ hq]
    nlinarith [mul_pos hA ht]
  · have hr : Tendsto (fun a : ℝ => a ^ (-(1 / 3) : ℝ)) atTop (𝓝 0) :=
      tendsto_rpow_neg_atTop (by norm_num)
    have hq : Tendsto (fun a : ℝ => 1 + d * a ^ (-(1 / 3) : ℝ)) atTop (𝓝 (1 + d * 0)) :=
      (hr.const_mul d).const_add 1
    have h : Tendsto (fun a => emptyChannelPotential A d a) atTop
        (𝓝 (-4 * A / (1 + d * 0))) :=
      (tendsto_const_nhds (x := -4 * A)).div hq (by simp)
    have e : -4 * A / (1 + d * 0) = -4 * A := by simp
    rw [e] at h
    exact h

end

end FullyPolarisedCorrelation
```

```lean
#print axioms FullyPolarisedCorrelation.fully_polarised_potentials
-- 'FullyPolarisedCorrelation.fully_polarised_potentials' depends on axioms: [propext, Classical.choice, Quot.sound]
#print axioms FullyPolarisedCorrelation.minority_potential_tendsto
-- 'FullyPolarisedCorrelation.minority_potential_tendsto' depends on axioms: [propext, Classical.choice, Quot.sound]
#print axioms FullyPolarisedCorrelation.energy_above_linear_estimate
-- 'FullyPolarisedCorrelation.energy_above_linear_estimate' depends on axioms: [propext, Classical.choice, Quot.sound]
#print axioms FullyPolarisedCorrelation.empty_channel_sharp_bound
-- 'FullyPolarisedCorrelation.empty_channel_sharp_bound' depends on axioms: [propext, Classical.choice, Quot.sound]
```

## How the Lean statements correspond to the potentials

The spin densities at one point in space are real numbers `a` and `b`. `lypEnergy A d a b` is $f(a,b)$, `lypDen` is $D$ and `lypDenSlope` is the formula for $D'$. `lypPotential` takes the density of its own channel first: `lypPotential A d a b` is the formula for $\partial f/\partial a$, and `lypPotential A d b a` is the one for $\partial f/\partial b$. `emptyChannelPotential A d a` is $v(a)$.

The answer to your question is `fully_polarised_potentials`. For positive `A`, `d` and `a`, it states four things: the energy density at `b = 0` is zero; the function of the majority density has derivative `0` at `a`; the function of the minority density has derivative $-4A/(1+d\,a^{-1/3})$ at `0`; and this number is negative. `HasDerivAt g v x` means that `g` is differentiable at `x` with derivative `v`. The derivative at `b = 0` is two-sided, so it also probes slightly negative minority densities. These are unphysical, but the formula is smooth there as long as $a+b>0$, and the two-sided derivative agrees with the one-sided derivative from physical densities.

The other theorems cover the general potentials (`spin_potentials`, for $d>0$ and $a+b>0$), the limit $b\to0^+$ (`minority_potential_tendsto`), the linear estimate (`energy_above_linear_estimate`) and the bound with its limit (`empty_channel_sharp_bound`).

The model is pointwise. It contains no integral over space and no functional derivative; for an energy $\int f\,d^3r$ with this local $f$, the contribution to the Kohn–Sham potential of each spin channel is the corresponding partial derivative treated here. Points where the majority density is also zero are excluded, as are the remaining terms of LYP, including those with density gradients. For this term alone, then, a fully polarised density gets no correlation energy and no majority potential, but the Hamiltonian that determines the unoccupied minority-spin orbitals does contain a correlation potential.

## From the quotient rule to the edge of the density domain

`lypDen_factor` splits $n^{2/3}$ into $n\cdot n^{-1/3}$ by the addition law for real exponents, which needs $n>0$. `lypDen_hasDerivAt` is the power rule plus the derivative of $n$.

In `spin_potentials`, the inner statement `up` proves the first potential at arbitrary densities `s` and `t`. It differentiates the numerator (`hN`) and the shifted denominator (`hD`), combines them with `fun_div`, and uses `field_simp` and `ring` to bring the quotient-rule expression into the two-term form above. The second potential needs no new differentiation: $f(a,y)=f(y,a)$, so `up` is applied with the spins exchanged.

`lypPotential_empty` puts zero density into the channel's own slot, removes the second term and cancels the common factor $a$ using the factored denominator. The main theorem then takes both derivatives from `spin_potentials` at `b = 0` and simplifies their values with `congr_deriv`. The sign follows from a negative numerator over a positive denominator.

For the limit, `key` shows that the potential is continuous at zero minority density whenever the denominator and its slope are continuous and the denominator is nonzero there. The last line restricts this two-sided limit to $b>0$.

In `energy_above_linear_estimate`, `hlt` is the inequality $D(a)<D(a+b)$. The equations `e1` and `e2` write both sides of the estimate as minus the same positive numerator over $D(a)$ and $D(a+b)$, so comparing the denominators settles it.

For `empty_channel_sharp_bound`, the strict inequality is multiplied through by $1+d\,a^{-1/3}$ and reduces to $A\,d\,a^{-1/3}>0$. The limit comes from `tendsto_rpow_neg_atTop`, which says that a negative power tends to zero at infinity, followed by the limit rule for quotients.
